# In finite dimension, an orthogonal projector and an effect are jointly measurable exactly when they commute

## Effects, observables and sharp tests

The system has a finite-dimensional complex state space with a fixed orthonormal basis, and operators are square complex matrices. A† is the conjugate transpose of A, and 1 is the identity matrix. A matrix A is positive semidefinite, written A ≥ 0, if A† = A and y†Ay ≥ 0 for every column vector y. An effect is a matrix F with F ≥ 0 and 1 − F ≥ 0. It describes a yes-no test whose answer is yes with probability tr(ρF) in the state with density matrix ρ. An observable with finitely many outcomes assigns a positive semidefinite matrix to each outcome, so that no probability is negative, and these matrices sum to 1, so that some outcome always occurs. A test is sharp if its effect P obeys P² = P. The eigenvalues of P are then 0 or 1, and the state space splits into a part where the answer is certainly yes and a part where it is certainly no.

In Lean 4 with Mathlib:

```lean
import Mathlib

open Matrix
open scoped ComplexOrder

namespace SharpJointMeasurement

variable {n : Type*} [Fintype n] [DecidableEq n]
```

The type `n` is the finite set of basis labels, and its size is the dimension, which is arbitrary. `Matrix n n ℂ` is the type of square complex matrices on these labels, `*` is the matrix product and `ᴴ` is †. The scope `ComplexOrder` orders the complex numbers so that 0 ≤ z means that z is real and nonnegative, which allows y†Ay ≥ 0 to be stated for a number of complex type.

```lean
/-- A four-outcome observable `E11, E10, E01, E00` (positive operators summing to the identity)
whose first yes-effect is `P = E11 + E10` and whose second yes-effect is `F = E11 + E01`. -/
structure IsJointObservable (E11 E10 E01 E00 P F : Matrix n n ℂ) : Prop where
  pos11 : E11.PosSemidef
  pos10 : E10.PosSemidef
  pos01 : E01.PosSemidef
  pos00 : E00.PosSemidef
  total : E11 + E10 + E01 + E00 = 1
  first : E11 + E10 = P
  second : E11 + E01 = F
```

A structure ending in `Prop` bundles conditions under one name, and each line is a named condition. The four matrices belong to one experiment that answers two questions at once. The first digit is the answer to the first question, the second digit is the answer to the second, and 1 means yes. `pos11` to `pos00` say that each matrix is positive semidefinite, where `PosSemidef` includes Hermiticity. The remaining three lines read

E11 + E10 + E01 + E00 = 1

E11 + E10 = P

E11 + E01 = F

Ignoring the second answer leaves a test with yes-effect P, and ignoring the first leaves a test with yes-effect F. These are the two marginals. Density matrices never appear in the code, because two effects that give the same probability in every state are the same matrix.

```lean
/-- Two yes-no tests with yes-effects `P` and `F` are jointly measurable if they are the two
marginals of one four-outcome observable. -/
def JointlyMeasurable (P F : Matrix n n ℂ) : Prop :=
  ∃ E11 E10 E01 E00, IsJointObservable E11 E10 E01 E00 P F
```

P and F are jointly measurable if some four matrices satisfy the seven conditions. This is taken as the definition. It asks for exact reproduction of both sets of statistics and says nothing about the state after the measurement.

## Positive operators cannot cancel

```lean
omit [DecidableEq n] in
/-- If the sum `A + B` of two positive operators annihilates `X`, then `A` annihilates `X`. -/
theorem mul_eq_zero_of_add_mul_eq_zero {A B X : Matrix n n ℂ} (hA : A.PosSemidef)
    (hB : B.PosSemidef) (h : (A + B) * X = 0) : A * X = 0 := by
  have key : ∀ y : n → ℂ, (A + B) *ᵥ y = 0 → A *ᵥ y = 0 := by
    intro y hy
    -- two nonnegative expectation values with zero sum both vanish
    have hsum : star y ⬝ᵥ A *ᵥ y + star y ⬝ᵥ B *ᵥ y = 0 := by
      rw [← dotProduct_add, ← Matrix.add_mulVec, hy, dotProduct_zero]
    have h0 := ((add_eq_zero_iff_of_nonneg (hA.dotProduct_mulVec_nonneg y)
      (hB.dotProduct_mulVec_nonneg y)).1 hsum).1
    rw [← hA.dotProduct_mulVec_zero_iff]
    exact h0
  -- apply this to each column of X
  ext i j
  exact congrFun (key (fun k => X k j) (funext fun l => congrFun (congrFun h l) j)) i
```

Arguments such as `hA` are named hypotheses, and the claim follows the last colon. In words, if A ≥ 0, B ≥ 0 and (A + B)X = 0 for a matrix X, then AX = 0.

By hand, take a vector y with (A + B)y = 0. Multiplying by y† gives

y†Ay + y†By = 0

Both terms are nonnegative, so y†Ay = 0. Write A = C†C, with C the positive square root of A. Then

‖Cy‖² = y†C†Cy = y†Ay = 0

so Cy = 0 and Ay = C†Cy = 0. Each column of X is such a vector y, and therefore every column of AX vanishes.

In the code `key` is the statement for one vector. `A *ᵥ y` is Ay, and `star y ⬝ᵥ A *ᵥ y` is y†Ay. `hsum` is the first equation above, `add_eq_zero_iff_of_nonneg` splits it into two zeros, and `hA.dotProduct_mulVec_zero_iff` is Mathlib's statement that y†Ay = 0 is equivalent to Ay = 0 for A ≥ 0. The last two lines compare entry (i, j) and apply `key` to `fun k => X k j`, the column j of X.

## A positive part of a projector is absorbed by it

```lean
/-- If an idempotent `P` splits as a sum `A + B` of positive operators, then
`A P = A` and `P A = A`. -/
theorem idempotent_absorbs {A B P : Matrix n n ℂ} (hA : A.PosSemidef) (hB : B.PosSemidef)
    (hAB : A + B = P) (hP : P * P = P) : A * P = A ∧ P * A = A := by
  have h : A * (1 - P) = 0 := by
    apply mul_eq_zero_of_add_mul_eq_zero hA hB
    rw [hAB, mul_sub, mul_one, hP, sub_self]
  rw [mul_sub, mul_one, sub_eq_zero] at h
  have hH : P.IsHermitian := by
    rw [← hAB]
    exact (hA.add hB).isHermitian
  -- the adjoint of A P = A is P A = A
  have hadj : (A * P)ᴴ = Aᴴ := congrArg conjTranspose h.symm
  rw [conjTranspose_mul, hH.eq, hA.isHermitian.eq] at hadj
  exact ⟨h.symm, hadj⟩
```

If A ≥ 0, B ≥ 0, A + B = P and P² = P, then AP = A and PA = A. The symbol `∧` is "and".

The argument applies the previous result with X = 1 − P:

(A + B)(1 − P) = P − P² = 0

Hence A(1 − P) = 0, which is AP = A. As a sum of positive semidefinite matrices P is Hermitian, so taking the adjoint gives

PA = P†A† = (AP)† = A† = A

The step `h` is A(1 − P) = 0, rewritten afterwards as A = AP. `hH` derives P† = P from `hAB`, so Hermiticity of P is not a hypothesis, and `hadj` takes the adjoint. Geometrically, A acts inside the range of P and vanishes on its orthogonal complement.

## The product of the marginals when one is sharp

```lean
/-- If the first marginal `P` of a four-outcome observable is idempotent, then
`P F = F P = E11`, where `F` is the second marginal. -/
theorem sharp_marginal_product {E11 E10 E01 E00 P F : Matrix n n ℂ}
    (h : IsJointObservable E11 E10 E01 E00 P F) (hP : P * P = P) :
    P * F = E11 ∧ F * P = E11 := by
  -- E11 lies under P
  obtain ⟨a1, a2⟩ := idempotent_absorbs h.pos11 h.pos10 h.first hP
  -- E01 lies under the complement 1 - P
  have hQ : E01 + E00 = 1 - P := by
    rw [← h.first, ← h.total]
    abel
  have hQQ : (1 - P) * (1 - P) = 1 - P := by
    rw [mul_sub, mul_one, sub_mul, one_mul, hP, sub_self, sub_zero]
  obtain ⟨b1, b2⟩ := idempotent_absorbs h.pos01 h.pos00 hQ hQQ
  rw [mul_sub, mul_one, sub_eq_self] at b1
  rw [sub_mul, one_mul, sub_eq_self] at b2
  constructor
  · rw [← h.second, mul_add, a2, b2, add_zero]
  · rw [← h.second, add_mul, a1, b1, add_zero]
```

If E11, E10, E01, E00 form a joint observable with marginals P and F, and P² = P, then

PF = E11 and FP = E11

Nothing is assumed about F beyond its being the second marginal, so F may be sharp or not.

The absorption result is used twice. From E11 + E10 = P it gives

E11 P = E11, P E11 = E11

Subtracting the first marginal from the normalisation gives E01 + E00 = 1 − P, and

(1 − P)² = 1 − 2P + P² = 1 − P

so 1 − P is idempotent as well. Absorption now gives E01(1 − P) = E01 and (1 − P)E01 = E01, that is

E01 P = 0, P E01 = 0

Inserting F = E11 + E01,

PF = P E11 + P E01 = E11

FP = E11 P + E01 P = E11

In the code `h.pos11` extracts the condition of that name from `h`, and `obtain ⟨a1, a2⟩` names the two halves of a conjunction. `a1` and `a2` are the two equations for E11, `hQ` and `hQQ` are the facts about 1 − P, and `b1` and `b2` become E01 P = 0 and P E01 = 0 after rewriting. The two bullets are the last two equations. Subtracting E11 = PF from the marginals and the normalisation would also fix E10, E01 and E00 in terms of P and F, a uniqueness remark that none of the theorems here states.

## Any finite number of outcomes

```lean
/-- For positive operators `G a b` summing to the identity over finitely many outcome pairs, if
the marginal effect `∑ b', G a b'` is idempotent, its product with the other marginal effect
`∑ a', G a' b` equals `G a b` in either order. -/
theorem sharp_marginal_product_finite {α β : Type*} [Fintype α] [Fintype β]
    (G : α → β → Matrix n n ℂ) (hG : ∀ a b, (G a b).PosSemidef)
    (hsum : ∑ a, ∑ b, G a b = 1) (a : α) (b : β)
    (hP : (∑ b', G a b') * (∑ b', G a b') = ∑ b', G a b') :
    (∑ b', G a b') * (∑ a', G a' b) = G a b ∧ (∑ a', G a' b) * (∑ b', G a b') = G a b := by
  classical
  have posB : ∀ a', (∑ b' ∈ Finset.univ.erase b, G a' b').PosSemidef := fun a' =>
    Finset.sum_induction _ Matrix.PosSemidef (fun _ _ h1 h2 => h1.add h2) PosSemidef.zero
      (fun _ _ => hG _ _)
  have hrow : ∀ a', G a' b + ∑ b' ∈ Finset.univ.erase b, G a' b' = ∑ b', G a' b' :=
    fun a' => Finset.add_sum_erase _ (G a') (Finset.mem_univ b)
  have htot : ∑ b', G a b' + ∑ a' ∈ Finset.univ.erase a, ∑ b', G a' b' = ∑ a', ∑ b', G a' b' :=
    Finset.add_sum_erase _ (fun a' => ∑ b', G a' b') (Finset.mem_univ a)
  -- coarse-grain to the four outcomes (a or not a, b or not b)
  refine sharp_marginal_product (E10 := ∑ b' ∈ Finset.univ.erase b, G a b')
    (E01 := ∑ a' ∈ Finset.univ.erase a, G a' b)
    (E00 := ∑ a' ∈ Finset.univ.erase a, ∑ b' ∈ Finset.univ.erase b, G a' b')
    ⟨hG a b, posB a, ?_, ?_, ?_, hrow a, ?_⟩ hP
  · exact Finset.sum_induction _ Matrix.PosSemidef (fun _ _ h1 h2 => h1.add h2)
      PosSemidef.zero (fun _ _ => hG _ _)
  · exact Finset.sum_induction _ Matrix.PosSemidef (fun _ _ h1 h2 => h1.add h2)
      PosSemidef.zero (fun _ _ => posB _)
  · calc _ = (G a b + ∑ b' ∈ Finset.univ.erase b, G a b') + ∑ a' ∈ Finset.univ.erase a,
          (G a' b + ∑ b' ∈ Finset.univ.erase b, G a' b') := by
          rw [Finset.sum_add_distrib]
          abel
      _ = ∑ b', G a b' + ∑ a' ∈ Finset.univ.erase a, ∑ b', G a' b' := by simp only [hrow]
      _ = 1 := htot.trans hsum
  · exact Finset.add_sum_erase _ (fun a' => G a' b) (Finset.mem_univ a)
```

Here α and β are finite sets of outcomes, and `G a b` is the matrix G(a, b) ≥ 0 for the outcome pair (a, b). `hsum` says that all G(a, b) sum to 1. For a fixed pair a, b define the marginal effects

P_a = Σ_b' G(a, b'), F_b = Σ_a' G(a', b)

The theorem says that P_a² = P_a implies

P_a F_b = F_b P_a = G(a, b)

Only the one effect P_a has to be idempotent, and the other outcomes in α may be unsharp.

The argument merges outcomes into "a or not a" and "b or not b":

E11 = G(a, b)

E10 = Σ over b' ≠ b of G(a, b')

E01 = Σ over a' ≠ a of G(a', b)

E00 = Σ over a' ≠ a and b' ≠ b of G(a', b')

Sums of positive semidefinite matrices are positive semidefinite. The four matrices contain every G(a', b') once and so add up to 1, and E11 + E10 = P_a, E11 + E01 = F_b. The previous theorem then applies. `Finset.univ.erase b` is the set of all b' ≠ b, `Finset.sum_induction` carries positivity through a finite sum, and `hrow` and `htot` split one term off a full sum. Each `?_` is a condition left for one of the bullets, and the `calc` block is the normalisation. If α has a single element, the sums over a' ≠ a are empty and equal to zero, P_a = 1, and the claim reduces to F_b = G(a, b).

## Commuting tests have a joint observable

```lean
omit [DecidableEq n] in
/-- The product of an orthogonal projector with a commuting positive operator is positive. -/
theorem posSemidef_projector_mul {P F : Matrix n n ℂ} (hH : P.IsHermitian) (hP : P * P = P)
    (hF : F.PosSemidef) (hc : P * F = F * P) : (P * F).PosSemidef := by
  have h : P * F = Pᴴ * F * P := by
    rw [hH.eq, mul_assoc, ← hc, ← mul_assoc, hP]
  rw [h]
  exact hF.conjTranspose_mul_mul_same P
```

If P† = P, P² = P, F ≥ 0 and PF = FP, then PF ≥ 0. Commutation and idempotency give

P†FP = PFP = PPF = PF

which is `h`, and then for every y

y†P†FPy = (Py)†F(Py) ≥ 0

The matrix P†FP is also Hermitian, and `hF.conjTranspose_mul_mul_same P` supplies both properties. Here `hH` is assumed, because P is not given as a sum of positive matrices.

```lean
/-- An orthogonal projector `P` and a commuting effect `0 ≤ F ≤ 1` are the marginals of the
four-outcome observable `P F, P (1 - F), (1 - P) F, (1 - P) (1 - F)`. -/
theorem product_isJointObservable {P F : Matrix n n ℂ} (hH : P.IsHermitian) (hP : P * P = P)
    (hF : F.PosSemidef) (hF' : (1 - F).PosSemidef) (hc : P * F = F * P) :
    IsJointObservable (P * F) (P * (1 - F)) ((1 - P) * F) ((1 - P) * (1 - F)) P F := by
  have hQH : (1 - P).IsHermitian := isHermitian_one.sub hH
  have hQQ : (1 - P) * (1 - P) = 1 - P := by
    rw [mul_sub, mul_one, sub_mul, one_mul, hP, sub_self, sub_zero]
  refine ⟨posSemidef_projector_mul hH hP hF hc, posSemidef_projector_mul hH hP hF' ?_,
    posSemidef_projector_mul hQH hQQ hF ?_, posSemidef_projector_mul hQH hQQ hF' ?_,
    by noncomm_ring, by noncomm_ring, by noncomm_ring⟩
  all_goals (simp only [mul_sub, sub_mul, mul_one, one_mul, hc] <;> abel)
```

For an orthogonal projector P and an effect F (`hF` is F ≥ 0 and `hF'` is 1 − F ≥ 0) with PF = FP, the matrices

E11 = PF, E10 = P(1 − F), E01 = (1 − P)F, E00 = (1 − P)(1 − F)

form a joint observable with marginals P and F. Each is a projector, P or 1 − P, times a commuting positive matrix, F or 1 − F, so the previous result gives positivity four times. The sums are direct:

PF + P(1 − F) = P

PF + (1 − P)F = F

(1 − P)F + (1 − P)(1 − F) = 1 − P

The first and third lines add up to 1. `hQH` and `hQQ` show that 1 − P is an orthogonal projector, `noncomm_ring` expands products without reordering factors and settles the normalisation and the two marginals, and the last line checks that the three remaining pairs of factors commute.

```lean
/-- An orthogonal projector `P` and an effect `0 ≤ F ≤ 1` are jointly measurable if and only
if they commute. -/
theorem jointlyMeasurable_iff_commute {P F : Matrix n n ℂ} (hH : P.IsHermitian)
    (hP : P * P = P) (hF : F.PosSemidef) (hF' : (1 - F).PosSemidef) :
    JointlyMeasurable P F ↔ P * F = F * P := by
  constructor
  · rintro ⟨E11, E10, E01, E00, h⟩
    obtain ⟨h1, h2⟩ := sharp_marginal_product h hP
    rw [h1, h2]
  · intro hc
    exact ⟨_, _, _, _, product_isJointObservable hH hP hF hF' hc⟩
```

For an orthogonal projector P and an effect F, joint measurability holds if and only if (`↔`) PF = FP. From left to right, `rintro` unpacks the four matrices, and PF and FP both equal E11. From right to left, the four products are offered as the joint observable.

For a finite register of qubits and exact marginals, this decides when two Pauli strings S and T can be read from one measurement: (1 + S)/2 and (1 + T)/2 are projectors, so a joint observable for the pair exists exactly when ST = TS. Infinite-dimensional spaces, continuous outcomes, approximate joint measurement and nearly sharp tests are not treated.

## Two qubit examples

```lean
/-- A qubit four-outcome observable with idempotent first marginal `diag(1, 0)` and second
marginal `diag(16/25, 9/25)`. -/
theorem sharp_marginal_witness :
    IsJointObservable !![16/25, 0; 0, 0] !![9/25, 0; 0, 0] !![0, 0; 0, 9/25] !![0, 0; 0, 16/25]
      !![1, 0; 0, 0] !![16/25, 0; 0, 9/25] ∧
    (!![1, 0; 0, 0] : Matrix (Fin 2) (Fin 2) ℂ) * !![1, 0; 0, 0] = !![1, 0; 0, 0] := by
  have psd : ∀ A B : Matrix (Fin 2) (Fin 2) ℂ, A = Bᴴ * B → A.PosSemidef := by
    intro A B h
    rw [h]
    exact posSemidef_conjTranspose_mul_self B
  refine ⟨⟨psd _ !![4/5, 0; 0, 0] ?_, psd _ !![3/5, 0; 0, 0] ?_, psd _ !![0, 0; 0, 3/5] ?_,
    psd _ !![0, 0; 0, 4/5] ?_, ?_, ?_, ?_⟩, ?_⟩
  all_goals
    ext i j
    fin_cases i <;> fin_cases j <;> simp [Matrix.mul_apply, Fin.sum_univ_succ, map_ofNat] <;>
      norm_num [Complex.ext_iff]
```

`!![a, b; c, d]` is a 2×2 matrix written row by row, and `Fin 2` labels the basis vectors |0⟩ and |1⟩. The observable is

E11 = (16/25)|0⟩⟨0|, E10 = (9/25)|0⟩⟨0|, E01 = (9/25)|1⟩⟨1|, E00 = (16/25)|1⟩⟨1|

with P = |0⟩⟨0| idempotent and F = diag(16/25, 9/25). The test F is a noisy copy of P that gives the same answer with probability 16/25, and PF = diag(16/25, 0) = E11, in agreement with `sharp_marginal_product`. The helper `psd` proves A ≥ 0 by exhibiting B with A = B†B, here with entries 4/5 and 3/5. The closing tactics check every matrix equation entry by entry.

```lean
/-- Two qubit effects that are jointly measurable but do not commute. -/
theorem unsharp_jointlyMeasurable_not_commute :
    JointlyMeasurable !![3/4, 1/4; 1/4, 1/4] !![3/4, -1/4; -1/4, 1/4] ∧
    (!![3/4, 1/4; 1/4, 1/4] : Matrix (Fin 2) (Fin 2) ℂ) * !![3/4, -1/4; -1/4, 1/4] ≠
      !![3/4, -1/4; -1/4, 1/4] * !![3/4, 1/4; 1/4, 1/4] := by
  have psd : ∀ A B : Matrix (Fin 2) (Fin 2) ℂ, A = Bᴴ * B → A.PosSemidef := by
    intro A B h
    rw [h]
    exact posSemidef_conjTranspose_mul_self B
  constructor
  · -- half-weighted projectors onto the z and x eigenvectors
    refine ⟨!![1/2, 0; 0, 0], !![1/4, 1/4; 1/4, 1/4], !![1/4, -1/4; -1/4, 1/4],
      !![0, 0; 0, 1/2], psd _ !![1/2, 0; 1/2, 0] ?_, psd _ !![1/2, 1/2; 0, 0] ?_,
      psd _ !![1/2, -1/2; 0, 0] ?_, psd _ !![0, 1/2; 0, 1/2] ?_, ?_, ?_, ?_⟩
    all_goals
      ext i j
      fin_cases i <;> fin_cases j <;> simp [Matrix.mul_apply, Fin.sum_univ_succ, map_ofNat] <;>
        norm_num [Complex.ext_iff]
  · intro h
    have h01 := congrFun (congrFun h 0) 1
    norm_num [Matrix.mul_apply, Fin.sum_univ_two] at h01

end SharpJointMeasurement
```

With the Pauli matrices σx and σz, the two effects are

P = 1/2 + (σz + σx)/4, F = 1/2 + (σz − σx)/4

where 1/2 means half the identity. With the normalised vectors |±⟩ = (|0⟩ ± |1⟩)/√2, the joint observable is

E11 = ½|0⟩⟨0|, E10 = ½|+⟩⟨+|, E01 = ½|−⟩⟨−|, E00 = ½|1⟩⟨1|

It describes a fair coin toss that selects a σz or a σx measurement. The first and last matrices add up to 1/2, as do the middle two, and E11 + E10 = P, E11 + E01 = F. The entries in row 0, column 1 of the two products differ:

(PF)₀₁ = (3/4)(−1/4) + (1/4)(1/4) = −1/8

(FP)₀₁ = (3/4)(1/4) + (−1/4)(1/4) = +1/8

`h01` extracts this entry from the assumed equality, and `norm_num` finds the contradiction. The factors B for E11 and E00 spread the weight over two rows, using 1/2 = (1/2)² + (1/2)², so that all entries stay rational. Joint measurability alone therefore does not give commutation, and the hypothesis `hP` is needed in `sharp_marginal_product`.

```lean
#print axioms SharpJointMeasurement.sharp_marginal_product_finite
#print axioms SharpJointMeasurement.jointlyMeasurable_iff_commute
#print axioms SharpJointMeasurement.unsharp_jointlyMeasurable_not_commute
```

```
'SharpJointMeasurement.sharp_marginal_product_finite' depends on axioms: [propext, Classical.choice, Quot.sound]
'SharpJointMeasurement.jointlyMeasurable_iff_commute' depends on axioms: [propext, Classical.choice, Quot.sound]
'SharpJointMeasurement.unsharp_jointlyMeasurable_not_commute' depends on axioms: [propext, Classical.choice, Quot.sound]
```
